# Characters of $S_3$ do not separate the partners of its two-dimensional representation

The three hydrogen 1s orbitals of ammonia are permuted by the symmetry group of the molecule, which is isomorphic to $S_3$. They combine into one totally symmetric orbital and a degenerate pair of type E. The projector built from the E characters finds the two-dimensional space of the pair. Can characters also tell one partner from the other?

The question can be settled in the real group algebra, whose elements are formal sums $\sum_g a_g\,g$. Left multiplication by such an element applies the corresponding combination of symmetry operations. Below, $G$ is a finite group, and the finite type `n` labels the $d$ rows of a real matrix representation $D$.

```lean
import Mathlib

open Matrix Equiv

namespace GroupAlgebraProjectors

noncomputable section

variable {G n : Type*} [Group G] [Fintype G] [Fintype n] [DecidableEq n]
```

## Partner operators and the character projector

Two properties of $D$ are assumed: $D(g^{-1})=D(g)^T$, and

$$d\sum_g D_{ij}(g)D_{kl}(g)=|G|\,\delta_{ik}\delta_{jl}.$$

The second is the great orthogonality relation. It stands for irreducibility that survives the passage to complex numbers. The threefold rotations of the plane alone fail it, although no real direction is invariant under them. For general $G$ the relation is a hypothesis; for $S_3$ it is derived below.

```lean
/-- The representation `D` is real orthogonal and its matrix elements obey the great
orthogonality relation. -/
structure GreatOrthogonality (D : G →* Matrix n n ℝ) : Prop where
  inv : ∀ g, D g⁻¹ = (D g)ᵀ
  schur : ∀ i j k l, (Fintype.card n : ℝ) * ∑ g, D g i j * D g k l =
    if i = k ∧ j = l then (Fintype.card G : ℝ) else 0
```

Define

$$P_{ij}=\frac{d}{|G|}\sum_g D_{ij}(g)\,g .$$

On functions with $g\varphi_l=\sum_k D_{kl}(g)\varphi_k$, this gives $P_{ij}\varphi_l=\delta_{jl}\varphi_i$: partner $j$ is turned into partner $i$. In Lean, `MonoidAlgebra.of ℝ G g` is the group element $g$ regarded as a member of the algebra.

```lean
/-- The operator `P_ij = (d/|G|) ∑ D_ij(g) g` in the real group algebra. -/
def proj (D : G →* Matrix n n ℝ) (i j : n) : MonoidAlgebra ℝ G :=
  ((Fintype.card n : ℝ) / Fintype.card G) • ∑ g, D g i j • MonoidAlgebra.of ℝ G g
```

The character projector uses only the traces $\chi(g)=\sum_i D_{ii}(g)$:

$$P_\chi=\frac{d}{|G|}\sum_g\chi(g)\,g .$$

```lean
/-- The character projector `(d/|G|) ∑ χ(g) g`, built from the traces `χ(g)` of `D(g)`. -/
def charProj (D : G →* Matrix n n ℝ) : MonoidAlgebra ℝ G :=
  ((Fintype.card n : ℝ) / Fintype.card G) • ∑ g, (D g).trace • MonoidAlgebra.of ℝ G g
```

Extending $D$ linearly assigns the matrix $D(x)=\sum_g a_g D(g)$ to $x=\sum_g a_g\,g$.

```lean
/-- The representation `D` extended linearly to the group algebra. -/
def rep (D : G →* Matrix n n ℝ) : MonoidAlgebra ℝ G →ₐ[ℝ] Matrix n n ℝ :=
  MonoidAlgebra.lift _ _ _ D
```

## The product rule

Great orthogonality gives the matrix of $P_{ij}$ at once:

$$D(P_{ij})_{kl}=\frac{d}{|G|}\sum_g D_{ij}(g)D_{kl}(g)=\delta_{ik}\delta_{jl}.$$

The proof expands the sum by linearity and rewrites with `hD.schur`.

```lean
variable {D : G →* Matrix n n ℝ}

/-- Under great orthogonality, `P_ij` is represented by the matrix whose only nonzero entry
is a one at position `(i, j)`. -/
theorem rep_proj (hD : GreatOrthogonality D) (i j k l : n) :
    rep D (proj D i j) k l = if i = k ∧ j = l then 1 else 0 := by
  have hof : ∀ g, rep D (MonoidAlgebra.of ℝ G g) = D g := fun g => by simp [rep]
  have hG : (Fintype.card G : ℝ) ≠ 0 := Nat.cast_ne_zero.2 Fintype.card_ne_zero
  simp only [proj, map_smul, map_sum, hof, Matrix.smul_apply, Matrix.sum_apply, smul_eq_mul]
  rw [div_mul_eq_mul_div, hD.schur]
  split_ifs
  · exact div_self hG
  · exact zero_div _
```

Next multiply $P_{ij}$ by a group element $g$ from the right and set $y=hg$. Since $D(h)=D(y)D(g)^T$,

$$P_{ij}\,g=\frac{d}{|G|}\sum_y\sum_m D_{im}(y)D_{jm}(g)\,y=\sum_m D_{jm}(g)P_{im}.$$

By linearity, $P_{ij}x=\sum_m D(x)_{jm}P_{im}$ for every $x$. In the proof, `Fintype.sum_equiv` makes the substitution, and the induction over the algebra supplies the linearity.

```lean
/-- Under great orthogonality, right multiplication by `x` mixes the `P_im` of a fixed row `i`
with the matrix elements of `x`. -/
theorem proj_mul (hD : GreatOrthogonality D) (i j : n) (x : MonoidAlgebra ℝ G) :
    proj D i j * x = ∑ m, rep D x j m • proj D i m := by
  induction x using MonoidAlgebra.induction_on
  · rename_i g
    have hof : rep D (MonoidAlgebra.of ℝ G g) = D g := by simp [rep]
    -- shift the summation variable of the group sum by `g`
    have h1 : (∑ h, D h i j • MonoidAlgebra.of ℝ G h) * MonoidAlgebra.of ℝ G g =
        ∑ y, (∑ m, D y i m * D g j m) • MonoidAlgebra.of ℝ G y := by
      rw [Finset.sum_mul]
      refine Fintype.sum_equiv (Equiv.mulRight g) _ _ fun h => ?_
      have h3 : D h = D (h * g) * (D g)ᵀ := by
        rw [← hD.inv g, ← map_mul, mul_inv_cancel_right]
      have h2 : ∑ m, D (h * g) i m * D g j m = D h i j := by
        rw [h3]
        simp only [Matrix.mul_apply, Matrix.transpose_apply]
      simp only [Equiv.coe_mulRight]
      rw [h2, smul_mul_assoc, ← map_mul (MonoidAlgebra.of ℝ G)]
    rw [hof, proj, smul_mul_assoc, h1]
    simp only [proj, Finset.sum_smul, Finset.smul_sum, smul_smul]
    rw [Finset.sum_comm]
    refine Finset.sum_congr rfl fun m _ => Finset.sum_congr rfl fun y _ => ?_
    congr 1
    ring
  · rename_i a b ha hb
    simp only [mul_add, ha, hb, map_add, Matrix.add_apply, add_smul, Finset.sum_add_distrib]
  · rename_i r a ha
    simp only [mul_smul_comm, ha, map_smul, Matrix.smul_apply, smul_eq_mul, Finset.smul_sum,
      smul_smul]
```

Putting $x=P_{kl}$ gives

$$P_{ij}P_{kl}=\sum_m\delta_{kj}\delta_{lm}P_{im}=\delta_{jk}P_{il}.$$

```lean
/-- Under great orthogonality, `P_ij P_kl = δ_jk P_il`. -/
theorem proj_mul_proj (hD : GreatOrthogonality D) (i j k l : n) :
    proj D i j * proj D k l = if j = k then proj D i l else 0 := by
  rw [proj_mul hD]
  simp only [rep_proj hD]
  by_cases h : j = k
  · subst h
    simp
  · simp [h, Ne.symm h]
```

The operators are also linearly independent. If $\sum_{ij}a_{ij}P_{ij}=0$, the $(k,l)$ entry of the corresponding matrix equation reads $a_{kl}=0$.

```lean
/-- Under great orthogonality, the operators `P_ij` are linearly independent. -/
theorem proj_linearIndependent (hD : GreatOrthogonality D) :
    LinearIndependent ℝ (fun p : n × n => proj D p.1 p.2) := by
  refine Fintype.linearIndependent_iff.2 fun a h p => ?_
  have hp : ∀ q : n × n, rep D (proj D q.1 q.2) p.1 p.2 = if q = p then 1 else 0 :=
    fun q => by simp only [rep_proj hD, Prod.ext_iff]
  have h' := congrArg (fun x => rep D x p.1 p.2) h
  simpa [map_sum, map_smul, Matrix.sum_apply, hp] using h'
```

## Centrality and the two ranks

Writing out the trace gives $P_\chi=\sum_i P_{ii}$. For centrality, set $h'=ghg^{-1}$ and use $\chi(h')=\chi(h)$:

$$g\,P_\chi=\frac{d}{|G|}\sum_h\chi(h)\,gh=\frac{d}{|G|}\sum_{h'}\chi(h')\,h'g=P_\chi\,g .$$

Linearity extends this to all $x$. Neither part needs great orthogonality, so the theorem has no such hypothesis.

```lean
/-- The character projector is the sum of the diagonal `P_ii`, and it commutes with the whole
group algebra. -/
theorem charProj_central (D : G →* Matrix n n ℝ) :
    charProj D = ∑ i, proj D i i ∧ ∀ x, charProj D * x = x * charProj D := by
  constructor
  · simp only [charProj, proj, Matrix.trace, Matrix.diag_apply, Finset.sum_smul,
      ← Finset.smul_sum]
    rw [Finset.sum_comm]
  · intro x
    induction x using MonoidAlgebra.induction_on
    · rename_i g
      simp only [charProj, smul_mul_assoc, mul_smul_comm, Finset.sum_mul, Finset.mul_sum]
      congr 1
      symm
      -- the trace is constant on conjugacy classes
      refine Fintype.sum_equiv (MulAut.conj g).toEquiv _ _ fun h => ?_
      have ht : (D (g * h * g⁻¹)).trace = (D h).trace := by
        rw [map_mul, Matrix.trace_mul_comm, ← map_mul, inv_mul_cancel_left]
      change (D h).trace • (MonoidAlgebra.of ℝ G g * MonoidAlgebra.of ℝ G h) =
        (D (g * h * g⁻¹)).trace •
          (MonoidAlgebra.of ℝ G (g * h * g⁻¹) * MonoidAlgebra.of ℝ G g)
      rw [ht, ← map_mul (MonoidAlgebra.of ℝ G), ← map_mul (MonoidAlgebra.of ℝ G),
        inv_mul_cancel_right]
    · rename_i a b ha hb
      rw [mul_add, add_mul, ha, hb]
    · rename_i r a ha
      rw [mul_smul_comm, smul_mul_assoc, ha]
```

The rank of left multiplication is the dimension of its range. From $P_{ii}x=\sum_m D(x)_{im}P_{im}$, the range of $P_{ii}$ lies in the span of row $i$. Every $P_{im}$ is reached, because $P_{ii}P_{im}=P_{im}$. The rank is therefore $d$. Likewise $P_\chi x=\sum_{im}D(x)_{im}P_{im}$ and $P_\chi P_{kl}=P_{kl}$, so the range of $P_\chi$ is spanned by all $d^2$ operators.

Physically, the group algebra holds $d$ copies of the representation. $P_{ii}$ keeps one partner from each copy, while $P_\chi$ keeps all of them. The two inclusions are the two branches of `le_antisymm`, and linear independence turns the spans into dimensions.

```lean
/-- Under great orthogonality in dimension `d`, left multiplication by `P_ii` has rank `d`,
and left multiplication by the character projector has rank `d²`. -/
theorem projector_ranks (hD : GreatOrthogonality D) :
    (∀ i, Module.finrank ℝ (LinearMap.range (LinearMap.mulLeft ℝ (proj D i i))) =
      Fintype.card n) ∧
    Module.finrank ℝ (LinearMap.range (LinearMap.mulLeft ℝ (charProj D))) =
      Fintype.card n ^ 2 := by
  constructor
  · intro i
    have hr : LinearMap.range (LinearMap.mulLeft ℝ (proj D i i)) =
        Submodule.span ℝ (Set.range fun m => proj D i m) := by
      apply le_antisymm
      · rintro _ ⟨x, rfl⟩
        rw [LinearMap.mulLeft_apply, proj_mul hD]
        exact Submodule.sum_mem _ fun m _ =>
          Submodule.smul_mem _ _ (Submodule.subset_span ⟨m, rfl⟩)
      · rw [Submodule.span_le]
        rintro _ ⟨m, rfl⟩
        exact ⟨proj D i m, by simp [proj_mul_proj hD]⟩
    rw [hr]
    exact finrank_span_eq_card ((proj_linearIndependent hD).comp (fun m => (i, m))
      fun a b h => (Prod.ext_iff.1 h).2)
  · have hr : LinearMap.range (LinearMap.mulLeft ℝ (charProj D)) =
        Submodule.span ℝ (Set.range fun p : n × n => proj D p.1 p.2) := by
      rw [(charProj_central D).1]
      apply le_antisymm
      · rintro _ ⟨x, rfl⟩
        rw [LinearMap.mulLeft_apply, Finset.sum_mul]
        refine Submodule.sum_mem _ fun i _ => ?_
        rw [proj_mul hD]
        exact Submodule.sum_mem _ fun m _ =>
          Submodule.smul_mem _ _ (Submodule.subset_span ⟨(i, m), rfl⟩)
      · rw [Submodule.span_le]
        rintro _ ⟨p, rfl⟩
        exact ⟨proj D p.1 p.2, by simp [Finset.sum_mul, proj_mul_proj hD]⟩
    rw [hr, finrank_span_eq_card (proj_linearIndependent hD), Fintype.card_prod, sq]
```

No other central element does better. Let $z$ commute with everything and fix a label $k$. Then

$$zP_{ij}=zP_{ik}P_{kj}=P_{ik}\,z\,P_{kj}=\sum_m D(z)_{km}P_{im}P_{kj}=D(z)_{kk}P_{ij}.$$

The factor $D(z)_{kk}$ is the same for all $i$ and $j$, so for $d\ge2$ no central element can keep one partner and remove another. A sum $\sum_g f(g)\,g$ whose coefficients are constant on conjugacy classes is central by the calculation used for $\chi$.

```lean
/-- Under great orthogonality, a central element of the group algebra multiplies all `P_ij`
by one and the same number. -/
theorem central_same_scalar [Nonempty n] (hD : GreatOrthogonality D) (z : MonoidAlgebra ℝ G)
    (hz : ∀ x, z * x = x * z) : ∃ c : ℝ, ∀ i j, z * proj D i j = c • proj D i j := by
  let k : n := Classical.arbitrary n
  refine ⟨rep D z k k, fun i j => ?_⟩
  calc z * proj D i j = proj D i k * z * proj D k j := by
        rw [← hz (proj D i k), mul_assoc, proj_mul_proj hD, if_pos rfl]
    _ = rep D z k k • proj D i j := by
        rw [proj_mul hD, Finset.sum_mul]
        simp [proj_mul_proj hD, smul_ite]
```

## The triangle representation of $S_3$

Place the corners of an equilateral triangle at $r_0=(1,0)$, $r_1=(-\tfrac12,\tfrac{\sqrt3}{2})$ and $r_2=(-\tfrac12,-\tfrac{\sqrt3}{2})$.

```lean
/-- The corners of an equilateral triangle centred at the origin. -/
def vertex : Fin 3 → Fin 2 → ℝ :=
  ![![1, 0], ![-1 / 2, Real.sqrt 3 / 2], ![-1 / 2, -(Real.sqrt 3 / 2)]]
```

To a permutation $g$ assign

$$D(g)=\frac23\sum_k r_{g(k)}r_k^T .$$

```lean
/-- The matrix `(2/3) ∑ r_{g k} r_kᵀ` formed from the corners `r_k` and a permutation `g`. -/
def triangleMat (g : Perm (Fin 3)) : Matrix (Fin 2) (Fin 2) ℝ :=
  Matrix.of fun i j => (2 / 3 : ℝ) * ∑ k, vertex (g k) i * vertex k j
```

Since $r_k\cdot r_l$ is $1$ for $k=l$ and $-\tfrac12$ otherwise, and $\sum_k r_{g(k)}=0$,

$$D(g)r_l=r_{g(l)}-\frac13\sum_k r_{g(k)}=r_{g(l)} .$$

The scalar products and the vanishing sum are the facts `frame` and `h0` in the proof.

```lean
/-- The matrix of the permutation `g` carries corner `l` of the triangle to corner `g l`. -/
theorem triangleMat_vertex (g : Perm (Fin 3)) (l : Fin 3) :
    triangleMat g *ᵥ vertex l = vertex (g l) := by
  have hs : Real.sqrt 3 * Real.sqrt 3 = 3 := Real.mul_self_sqrt (by norm_num)
  have frame : ∀ k l, ∑ m, vertex k m * vertex l m = if k = l then 1 else -1 / 2 := by
    intro k l
    fin_cases k <;> fin_cases l <;> simp [vertex, Fin.sum_univ_two] <;> linarith [hs]
  ext i
  have h0 : ∑ k, vertex (g k) i = 0 := by
    rw [Equiv.sum_comp g (fun k => vertex k i)]
    fin_cases i <;> simp [vertex, Fin.sum_univ_three]
    norm_num
  calc (triangleMat g *ᵥ vertex l) i
      = ∑ k, 2 / 3 * vertex (g k) i * ∑ m, vertex k m * vertex l m := by
        simp only [Matrix.mulVec, dotProduct, triangleMat, Matrix.of_apply, Fin.sum_univ_two,
          Fin.sum_univ_three]
        ring
    _ = ∑ k, ((if k = l then vertex (g k) i else 0) - 1 / 3 * vertex (g k) i) := by
        refine Finset.sum_congr rfl fun k _ => ?_
        rw [frame]
        split_ifs <;> ring
    _ = vertex (g l) i := by
        rw [Finset.sum_sub_distrib, ← Finset.mul_sum, h0]
        simp
```

Direct summation gives $D(1)=\tfrac23\sum_k r_kr_k^T=I$. Products follow from the action on corners:

$$D(g)D(h)=\frac23\sum_k D(g)r_{h(k)}r_k^T=\frac23\sum_k r_{g(h(k))}r_k^T=D(gh).$$

```lean
/-- The two-dimensional representation of `S_3` by the symmetries of the triangle. -/
def triangleRep : Perm (Fin 3) →* Matrix (Fin 2) (Fin 2) ℝ where
  toFun := triangleMat
  map_one' := by
    have hs : Real.sqrt 3 * Real.sqrt 3 = 3 := Real.mul_self_sqrt (by norm_num)
    ext i j
    fin_cases i <;> fin_cases j <;> simp [triangleMat, vertex, Fin.sum_univ_three] <;>
      linarith [hs]
  map_mul' g h := by
    ext i j
    have hg : ∀ k, vertex (g (h k)) i = ∑ m, triangleMat g i m * vertex (h k) m :=
      fun k => (congrFun (triangleMat_vertex g (h k)) i).symm
    have hh : ∀ m, triangleMat h m j = (2 / 3 : ℝ) * ∑ k, vertex (h k) m * vertex k j :=
      fun _ => rfl
    rw [Matrix.mul_apply]
    change (2 / 3 : ℝ) * ∑ k, vertex (g (h k)) i * vertex k j = _
    simp only [hg, hh, Fin.sum_univ_two, Fin.sum_univ_three]
    ring
```

Relabelling the corners in $D(g^{-1})$ gives $D(g)^T$. For great orthogonality, write $c=\cos\theta$ and $s=\sin\theta$ with $\theta\in\{0,\pm120^\circ\}$. The six matrices are

$$\begin{pmatrix}c&-s\\s&c\end{pmatrix},\qquad\begin{pmatrix}c&s\\s&-c\end{pmatrix}.$$

Over the three angles, $\sum c^2=\sum s^2=\tfrac32$ and $\sum cs=0$. The square of each matrix element therefore sums to $3$ over the group. Products of different elements sum to zero, either because $\sum cs=0$ or because rotations and reflections cancel. Twice $3$ is $|G|=6$, as required. Lean lists the six permutations, inserts the corner coordinates and checks every choice of indices.

```lean
/-- The triangle representation of `S_3` is orthogonal and obeys great orthogonality. -/
theorem greatOrthogonality_witness : GreatOrthogonality triangleRep where
  inv g := by
    ext i j
    change (2 / 3 : ℝ) * ∑ k, vertex (g⁻¹ k) i * vertex k j =
      (2 / 3 : ℝ) * ∑ k, vertex (g k) j * vertex k i
    rw [← Equiv.sum_comp g (fun k => vertex (g⁻¹ k) i * vertex k j)]
    have hi : ∀ k, g⁻¹ (g k) = k := fun k => Equiv.symm_apply_apply g k
    simp only [hi, mul_comm]
  schur i j k l := by
    have h2 : Real.sqrt 3 ^ 2 = 3 := Real.sq_sqrt (by norm_num)
    have h3 : Real.sqrt 3 ^ 3 = 3 * Real.sqrt 3 := by rw [pow_succ, h2]
    have h4 : Real.sqrt 3 ^ 4 = 9 := by
      rw [show Real.sqrt 3 ^ 4 = (Real.sqrt 3 ^ 2) ^ 2 by ring, h2]
      norm_num
    -- a sum over `S_3` written out over the six arrangements of the corners
    have hsum : ∀ F : Fin 3 → Fin 3 → Fin 3 → ℝ, ∑ g : Perm (Fin 3), F (g 0) (g 1) (g 2) =
        F 0 1 2 + (F 1 0 2 + (F 2 1 0 + (F 0 2 1 + (F 1 2 0 + F 2 0 1)))) := by
      intro F
      have hu : (Finset.univ : Finset (Perm (Fin 3))) = {1, swap 0 1, swap 0 2, swap 1 2,
          swap 0 1 * swap 1 2, swap 1 2 * swap 0 1} := by decide
      rw [hu, Finset.sum_insert (by decide), Finset.sum_insert (by decide),
        Finset.sum_insert (by decide), Finset.sum_insert (by decide),
        Finset.sum_insert (by decide), Finset.sum_singleton]
      rfl
    have hD : ∀ g i j, triangleRep g i j = (2 / 3 : ℝ) * (vertex (g 0) i * vertex 0 j +
        vertex (g 1) i * vertex 1 j + vertex (g 2) i * vertex 2 j) := fun g i j => by
      rw [← Fin.sum_univ_three (fun k => vertex (g k) i * vertex k j)]
      rfl
    simp only [hD]
    rw [hsum (fun a b c => (2 / 3 : ℝ) * (vertex a i * vertex 0 j + vertex b i * vertex 1 j +
      vertex c i * vertex 2 j) * ((2 / 3 : ℝ) * (vertex a k * vertex 0 l +
      vertex b k * vertex 1 l + vertex c k * vertex 2 l)))]
    fin_cases i <;> fin_cases j <;> fin_cases k <;> fin_cases l <;>
      simp [vertex, Fintype.card_perm, Nat.factorial] <;> linarith [h2, h3, h4]
```

With $d/|G|=2/6=\tfrac13$, the general results apply to $P_{ij}=\tfrac13\sum_g D_{ij}(g)\,g$. Lean numbers the partners 0 and 1, so the character projector is $P_{00}+P_{11}$. It is central and has rank 4, while $P_{00}$ has rank 2.

For symmetry-adapted orbitals under a finite group with a real representation of this kind, characters thus isolate the span of all sets of partners that transform by $D$, and the individual matrix elements $D_{ij}(g)$ separate the partners within it. If the representation occurs several times, as E does in the group algebra of $S_3$, this span is larger than a single set of partners.

```lean
/-- For `P_ij = (1/3) ∑ D_ij(g) g` with the triangle representation `D` of `S_3`:
`P_ij P_kl = δ_jk P_il`, the sum of the two diagonal operators is central, and left
multiplication by this sum has rank 4 while that by the first diagonal operator has rank 2. -/
theorem s3_projectors (P : Fin 2 → Fin 2 → MonoidAlgebra ℝ (Perm (Fin 3)))
    (hP : ∀ i j, P i j =
      (1 / 3 : ℝ) • ∑ g, triangleRep g i j • MonoidAlgebra.of ℝ (Perm (Fin 3)) g) :
    (∀ i j k l, P i j * P k l = if j = k then P i l else 0) ∧
    (∀ x, (P 0 0 + P 1 1) * x = x * (P 0 0 + P 1 1)) ∧
    Module.finrank ℝ (LinearMap.range (LinearMap.mulLeft ℝ (P 0 0 + P 1 1))) = 4 ∧
    Module.finrank ℝ (LinearMap.range (LinearMap.mulLeft ℝ (P 0 0))) = 2 := by
  have hc : (Fintype.card (Fin 2) : ℝ) / Fintype.card (Perm (Fin 3)) = 1 / 3 := by
    norm_num [Fintype.card_perm, Nat.factorial]
  have hPD : P = proj triangleRep := by
    funext i j
    rw [hP, proj, hc]
  have hχ : P 0 0 + P 1 1 = charProj triangleRep := by
    rw [(charProj_central triangleRep).1, Fin.sum_univ_two, hPD]
  have hr := projector_ranks greatOrthogonality_witness
  rw [hχ, hPD]
  exact ⟨proj_mul_proj greatOrthogonality_witness, (charProj_central triangleRep).2,
    by simpa using hr.2, by simpa using hr.1 0⟩

end

end GroupAlgebraProjectors
```

```lean
#print axioms GroupAlgebraProjectors.central_same_scalar
#print axioms GroupAlgebraProjectors.s3_projectors
```

```
'GroupAlgebraProjectors.central_same_scalar' depends on axioms: [propext, Classical.choice, Quot.sound]
'GroupAlgebraProjectors.s3_projectors' depends on axioms: [propext, Classical.choice, Quot.sound]
```
